# The single-axis NO_SQUISH step is an exact Hamiltonian flow

Let $P$ be a real $n\times n$ matrix with $P^{T}=-P$ and $P^{2}=-1$, let $J>0$, and write $\langle x,y\rangle=\sum_i x_i y_i$. For a coordinate $q\in\mathbb R^n$ and a momentum $p\in\mathbb R^n$ put
$$h(q,p)=\frac{\langle p,Pq\rangle^{2}}{8J},\qquad z(q,p)=\frac{\langle p,Pq\rangle}{4J},\qquad R(\theta)x=\cos\theta\,x+\sin\theta\,Px .$$
The step of length $t$ is $\Phi_t(q,p)=(R(zt)q,\;R(zt)p)$, with $z=z(q,p)$ taken at the starting point. Then $t\mapsto\Phi_t(q,p)$ starts at $(q,p)$ and solves Hamilton's equations for $h$ at all real $t$; it conserves $|q|^2$, $|p|^2$, $\langle p,q\rangle$ and $\langle p,Pq\rangle$; and $\Phi_0=\mathrm{id}$, $\Phi_{s+t}=\Phi_s\circ\Phi_t$. For $n=4$, right multiplication by a pure unit quaternion, in particular by $\mathbf i$, $\mathbf j$ or $\mathbf k$, is such a $P$.

## The rigid rotor in quaternion variables

The orientation of a rigid molecule is described by a unit quaternion $q=q_0+q_1\mathbf i+q_2\mathbf j+q_3\mathbf k$, read as the vector $(q_0,q_1,q_2,q_3)$. The convention is that a vector with body-frame components $v$, written as a pure quaternion, has the space-frame components $qv\bar q$, where $\bar q$ is the conjugate of $q$. Let $P_1,P_2,P_3$ be the matrices of $q\mapsto q\mathbf i$, $q\mathbf j$, $q\mathbf k$:
$$P_1q=(-q_1,q_0,q_3,-q_2),\quad P_2q=(-q_2,-q_3,q_0,q_1),\quad P_3q=(-q_3,q_2,-q_1,q_0).$$
With body-frame angular velocity components $\omega_\alpha$ along the principal axes $\alpha=1,2,3$, the kinematics is $\dot q=\tfrac12\sum_\alpha\omega_\alpha P_\alpha q$. With a four-component momentum $p$ conjugate to $q$, the body-frame angular momentum is $L_\alpha=\tfrac12\langle p,P_\alpha q\rangle$, and the kinetic energy for principal moments of inertia $J_\alpha$ is
$$\sum_\alpha \frac{L_\alpha^2}{2J_\alpha}=\sum_\alpha\frac{\langle p,P_\alpha q\rangle^2}{8J_\alpha}.$$
This fixes the postulated constants. The 8 in $h$ is the 2 of $L^2/2J$ times the 4 that comes from squaring the factor $\tfrac12$ in $L=\tfrac12\langle p,Pq\rangle$, and for $|q|=1$ the frequency is $z=L/(2J)=\omega/2$, so the body turns through $2zt$ about its principal axis while the quaternion turns through $zt$.

The NO_SQUISH scheme splits this sum into its three terms, moves along each term exactly, and composes the moves symmetrically between momentum kicks from the torques. The result here concerns one such move. For simulations that treat molecules as rigid bodies, it says that the torque-free, single-axis substep keeps $|q|=1$ in exact arithmetic with no renormalisation or iterative constraint solver, whatever the step length.

## Two identities for $P$ and the invariance of scalar products

Antisymmetry gives, for all $x,y$,
$$\langle x,Py\rangle=\langle P^{T}x,y\rangle=-\langle Px,y\rangle ,$$
and $P^2=-1$ gives $PPx=-x$. Together they yield $\langle Px,Py\rangle=-\langle PPx,y\rangle=\langle x,y\rangle$. Expanding the product of two rotated vectors,
$$\langle R(\theta)x,R(\theta)y\rangle=\cos^2\theta\,\langle x,y\rangle+\cos\theta\sin\theta\,\big(\langle x,Py\rangle+\langle Px,y\rangle\big)+\sin^2\theta\,\langle Px,Py\rangle=\langle x,y\rangle ,$$
since the bracket vanishes and $\cos^2\theta+\sin^2\theta=1$.

Write $(q(t),p(t))=\Phi_t(q,p)$. Both vectors are rotated by the same angle, so $|q(t)|^2=|q|^2$, $|p(t)|^2=|p|^2$ and $\langle p(t),q(t)\rangle=\langle p,q\rangle$. For the fourth quantity, linearity gives $PR(\theta)y=\cos\theta\,Py+\sin\theta\,PPy=R(\theta)Py$, hence
$$\langle p(t),Pq(t)\rangle=\langle R(zt)p,R(zt)Pq\rangle=\langle p,Pq\rangle .$$
Therefore $z(q(t),p(t))=z(q,p)$ for all $t$.

## Hamilton's equations and their solution

Let $\ell=\langle p,Pq\rangle$, let $v$ be any direction and $s$ a real parameter. Along a line in the momentum,
$$h(q,p+sv)=\frac{(\ell+s\langle v,Pq\rangle)^2}{8J},\qquad \frac{d}{ds}\Big|_{s=0}=\frac{2\ell\,\langle v,Pq\rangle}{8J}=z\,\langle v,Pq\rangle .$$
Along a line in the coordinate the slope of the affine function is $\langle p,Pv\rangle=-\langle v,Pp\rangle$, so the derivative is $-z\langle v,Pp\rangle$. Taking $v=e_i$, the $i$-th unit vector,
$$\frac{\partial h}{\partial p_i}=z\,(Pq)_i,\qquad \frac{\partial h}{\partial q_i}=-z\,(Pp)_i ,$$
and Hamilton's equations read $\dot q=z(q,p)\,Pq$, $\dot p=z(q,p)\,Pp$. They are nonlinear, because $z$ depends on the current point.

For a fixed number $z$ and a fixed vector $y$,
$$\frac{d}{dt}R(zt)y=-z\sin(zt)\,y+z\cos(zt)\,Py,\qquad zPR(zt)y=z\cos(zt)\,Py+z\sin(zt)\,PPy ,$$
and the two agree by $PPy=-y$. So $\dot q(t)=zPq(t)$ and $\dot p(t)=zPp(t)$ with the initial $z$. Since $z$ is conserved, the initial value equals the value at $(q(t),p(t))$, and these are Hamilton's equations. At $t=0$, $R(0)y=y$.

## Composition of steps

For angles $a,b$,
$$R(a)R(b)y=(\cos a\cos b-\sin a\sin b)\,y+(\sin a\cos b+\cos a\sin b)\,Py=R(a+b)y ,$$
where the minus sign comes from $PPy=-y$. In $\Phi_s(\Phi_t(q,p))$ the second step computes its frequency at $(q(t),p(t))$, and conservation makes it the original $z$. The angles $zs$ and $zt$ add to $z(s+t)$, which is $\Phi_{s+t}(q,p)$. Setting $s=-t$ gives $\Phi_{-t}\circ\Phi_t=\mathrm{id}$.

For a quaternion $u=u_0+u_1\mathbf i+u_2\mathbf j+u_3\mathbf k$, the map $q\mapsto qu$ has the matrix $M(u)=u_0\,1+u_1P_1+u_2P_2+u_3P_3$. Each $P_\alpha$ is antisymmetric by inspection, so $M(u)$ is antisymmetric when $u_0=0$. Applying it twice sends $q$ to $qu^2$, and $u^2=-(u_1^2+u_2^2+u_3^2)=-1$ for a pure unit $u$.

## The Lean objects and their physical meaning

Vectors are functions `n → ℝ` on a finite index type `n`, `x ⬝ᵥ y` is $\langle x,y\rangle$, and `P *ᵥ x` is $Px$. A phase-space point `x` is a pair with `x.1` the coordinate and `x.2` the momentum; the comments in the file write $q_0,p_0$ for this starting point, not for components. `IsComplexStructure P` is the conjunction `Pᵀ = -P ∧ P * P = -1`. The definitions `ham`, `freq`, `rot` and `flow` are $h$, $z$, $R(\theta)x$ and $\Phi_t$. The type `Inertia` holds positive reals, which excludes $J=0$, where Lean's division would return zero and turn $h$ and $z$ into the zero function.

`SolvesHamilton H γ` says that for every time $t$ and index $i$ there are numbers $a,b$ such that $q_i$ has time derivative $a$, the function $s\mapsto H(q,p+se_i)$ has derivative $a$ at $s=0$, $p_i$ has time derivative $b$, and $s\mapsto H(q+se_i,p)$ has derivative $-b$ at $s=0$. Here `Pi.single i 1` is $e_i$. This fixes the sign convention $\dot q_i=\partial H/\partial p_i$, $\dot p_i=-\partial H/\partial q_i$, and `HasDerivAt` includes differentiability.

The three theorems `flow_solves_hamilton`, `flow_conserves` and `flow_group` state the three claims on $\Phi_t$ for every admissible `P`, every `J` and every starting point. The lengths appear as squares, and no normalisation is assumed: $|q|=1$ and $\langle p,q\rangle=0$ persist if they hold initially, but the theorems cover all of $\mathbb R^n\times\mathbb R^n$. On the quaternion side, `components` lists $(q_0,q_1,q_2,q_3)$ as `q.re`, `q.imI`, `q.imJ`, `q.imK`, `rightMul u` is $M(u)$, and `isComplexStructure_witness` says that $P_1,P_2,P_3$ are admissible.

The Hamiltonian is postulated; the rigid-body kinematics that motivates it above is background and is not among the checked statements. The theorems treat a single term $h$ without a potential. They do not address uniqueness of the solution, symplecticity of $\Phi_t$, the order of accuracy of the three-axis composition, or rounding error. The dimension is finite. For an empty index type the claims are trivial, in odd dimension the condition $P^2=-1$ would require $(\det P)^2=-1$, and the first case with content is $n=2$, where $P$ is a quarter turn and $\langle p,Pq\rangle$ is the planar angular momentum up to sign.

```lean
import Mathlib

open Matrix
open scoped Quaternion

namespace NoSquishFlow

noncomputable section

variable {n : Type*} [Fintype n] [DecidableEq n]

/-- A principal moment of inertia: a strictly positive real number. -/
abbrev Inertia := {J : ℝ // 0 < J}

/-- `P` is real antisymmetric and squares to minus the identity. -/
def IsComplexStructure (P : Matrix n n ℝ) : Prop := Pᵀ = -P ∧ P * P = -1

/-- The single-axis free-rotor Hamiltonian `h(q,p) = ⟨p, P q⟩² / (8 J)`. -/
def ham (J : Inertia) (P : Matrix n n ℝ) (q p : n → ℝ) : ℝ :=
  (p ⬝ᵥ P *ᵥ q) ^ 2 / (8 * J.1)

/-- The rotation frequency `z(q,p) = ⟨p, P q⟩ / (4 J)`. -/
def freq (J : Inertia) (P : Matrix n n ℝ) (q p : n → ℝ) : ℝ :=
  (p ⬝ᵥ P *ᵥ q) / (4 * J.1)

/-- The map `x ↦ cos θ x + sin θ P x`. -/
def rot (P : Matrix n n ℝ) (θ : ℝ) (x : n → ℝ) : n → ℝ :=
  Real.cos θ • x + Real.sin θ • P *ᵥ x

/-- The NO_SQUISH step of length `t`: `q` and `p` are both rotated by the angle `z t`,
with `z` evaluated at the starting point `x = (q, p)`. -/
def flow (J : Inertia) (P : Matrix n n ℝ) (t : ℝ) (x : (n → ℝ) × (n → ℝ)) :
    (n → ℝ) × (n → ℝ) :=
  (rot P (freq J P x.1 x.2 * t) x.1, rot P (freq J P x.1 x.2 * t) x.2)

/-- The curve `γ = (q, p)` solves Hamilton's equations for `H(q,p)`: at all times
`dqᵢ/dt = ∂H/∂pᵢ` and `dpᵢ/dt = -∂H/∂qᵢ`, all these derivatives existing. -/
def SolvesHamilton (H : (n → ℝ) → (n → ℝ) → ℝ) (γ : ℝ → (n → ℝ) × (n → ℝ)) : Prop :=
  ∀ (t : ℝ) (i : n), ∃ a b : ℝ,
    HasDerivAt (fun s => (γ s).1 i) a t ∧
    HasDerivAt (fun s : ℝ => H (γ t).1 ((γ t).2 + s • (Pi.single i 1 : n → ℝ))) a 0 ∧
    HasDerivAt (fun s => (γ s).2 i) b t ∧
    HasDerivAt (fun s : ℝ => H ((γ t).1 + s • (Pi.single i 1 : n → ℝ)) (γ t).2) (-b) 0

/-- Acting on vectors, `⟨x, P y⟩ = -⟨P x, y⟩` and `P P x = -x`. -/
theorem skew_and_sq {P : Matrix n n ℝ} (hP : IsComplexStructure P) :
    (∀ x y : n → ℝ, x ⬝ᵥ P *ᵥ y = -(P *ᵥ x ⬝ᵥ y)) ∧ ∀ x : n → ℝ, P *ᵥ P *ᵥ x = -x := by
  refine ⟨fun x y => ?_, fun x => ?_⟩
  · rw [dotProduct_mulVec, ← mulVec_transpose, hP.1, neg_mulVec, neg_dotProduct]
  · rw [mulVec_mulVec, hP.2, neg_mulVec, one_mulVec]

/-- The map `cos θ + sin θ P` preserves all scalar products. -/
theorem rot_dot {P : Matrix n n ℝ} (hP : IsComplexStructure P) (θ : ℝ) (x y : n → ℝ) :
    rot P θ x ⬝ᵥ rot P θ y = x ⬝ᵥ y := by
  obtain ⟨skew, hsq⟩ := skew_and_sq hP
  have h1 := skew x y
  have h2 : P *ᵥ x ⬝ᵥ P *ᵥ y = x ⬝ᵥ y := by
    rw [skew (P *ᵥ x) y, hsq, neg_dotProduct, neg_neg]
  simp only [rot, add_dotProduct, dotProduct_add, smul_dotProduct, dotProduct_smul,
    smul_eq_mul]
  -- cross terms cancel by antisymmetry, the rest is cos² + sin² = 1
  linear_combination (Real.cos θ * Real.sin θ) * h1 + Real.sin θ ^ 2 * h2
    + (x ⬝ᵥ y) * Real.cos_sq_add_sin_sq θ

/-- The derivative of `h` along `v` is `z ⟨v, P q⟩` in the momentum and `-z ⟨v, P p⟩`
in the coordinate. -/
theorem ham_partials {P : Matrix n n ℝ} (hP : IsComplexStructure P) (J : Inertia)
    (q p v : n → ℝ) :
    HasDerivAt (fun s : ℝ => ham J P q (p + s • v)) (freq J P q p * (v ⬝ᵥ P *ᵥ q)) 0 ∧
    HasDerivAt (fun s : ℝ => ham J P (q + s • v) p) (-(freq J P q p * (v ⬝ᵥ P *ᵥ p))) 0 := by
  -- along a line, `h` is the square of an affine function
  have g : ∀ L a : ℝ, HasDerivAt (fun s : ℝ => (L + s * a) * (L + s * a) / (8 * J.1))
      (L / (4 * J.1) * a) 0 := by
    intro L a
    have h1 : HasDerivAt (fun s : ℝ => L + s * a) (1 * a) 0 :=
      ((hasDerivAt_id' (0 : ℝ)).mul_const a).const_add L
    exact ((h1.fun_mul h1).div_const (8 * J.1)).congr_deriv (by ring)
  constructor
  · simp only [ham, freq, add_dotProduct, smul_dotProduct, smul_eq_mul, pow_two]
    exact g _ _
  · simp only [ham, freq, mulVec_add, mulVec_smul, dotProduct_add, dotProduct_smul,
      smul_eq_mul, pow_two]
    refine (g (p ⬝ᵥ P *ᵥ q) (p ⬝ᵥ P *ᵥ v)).congr_deriv ?_
    rw [(skew_and_sq hP).1 p v, dotProduct_comm (P *ᵥ p) v]
    ring

/-- The step conserves `|q|²`, `|p|²`, `⟨p, q⟩` and `⟨p, P q⟩`. -/
theorem flow_conserves {P : Matrix n n ℝ} (hP : IsComplexStructure P) (J : Inertia)
    (t : ℝ) (x : (n → ℝ) × (n → ℝ)) :
    (flow J P t x).1 ⬝ᵥ (flow J P t x).1 = x.1 ⬝ᵥ x.1 ∧
    (flow J P t x).2 ⬝ᵥ (flow J P t x).2 = x.2 ⬝ᵥ x.2 ∧
    (flow J P t x).2 ⬝ᵥ (flow J P t x).1 = x.2 ⬝ᵥ x.1 ∧
    (flow J P t x).2 ⬝ᵥ P *ᵥ (flow J P t x).1 = x.2 ⬝ᵥ P *ᵥ x.1 := by
  refine ⟨rot_dot hP _ _ _, rot_dot hP _ _ _, rot_dot hP _ _ _, ?_⟩
  -- `P` commutes with the rotation
  have hc : ∀ (θ : ℝ) (y : n → ℝ), P *ᵥ rot P θ y = rot P θ (P *ᵥ y) := by
    intro θ y
    simp only [rot, mulVec_add, mulVec_smul]
  simp only [flow]
  rw [hc, rot_dot hP]

/-- The curve `t ↦ (cos (z t) q₀ + sin (z t) P q₀, cos (z t) p₀ + sin (z t) P p₀)` starts
at `(q₀, p₀)` and solves Hamilton's equations for `h = ⟨p, P q⟩² / (8 J)`. -/
theorem flow_solves_hamilton {P : Matrix n n ℝ} (hP : IsComplexStructure P) (J : Inertia)
    (x : (n → ℝ) × (n → ℝ)) :
    flow J P 0 x = x ∧ SolvesHamilton (ham J P) (fun t => flow J P t x) := by
  refine ⟨by simp [flow, rot], fun t i => ?_⟩
  -- the rotated vector `w` obeys `dw/dt = z P w`
  have hd : ∀ (z : ℝ) (y : n → ℝ), HasDerivAt (fun s => rot P (z * s) y i)
      (z * (P *ᵥ rot P (z * t) y) i) t := by
    intro z y
    have h : HasDerivAt (fun s : ℝ => z * s) (z * 1) t := (hasDerivAt_id' t).const_mul z
    have k := (h.cos.mul_const (y i)).fun_add (h.sin.mul_const ((P *ᵥ y) i))
    simp only [rot, mulVec_add, mulVec_smul, (skew_and_sq hP).2, Pi.add_apply,
      Pi.smul_apply, Pi.neg_apply, smul_eq_mul]
    exact k.congr_deriv (by ring)
  -- the frequency is a constant of the motion
  have hz : freq J P (flow J P t x).1 (flow J P t x).2 = freq J P x.1 x.2 := by
    unfold freq
    rw [(flow_conserves hP J t x).2.2.2]
  have hp := ham_partials hP J (flow J P t x).1 (flow J P t x).2 (Pi.single i 1)
  rw [hz, single_dotProduct, single_dotProduct, one_mul, one_mul] at hp
  exact ⟨_, _, hd (freq J P x.1 x.2) x.1, hp.1, hd (freq J P x.1 x.2) x.2, hp.2⟩

/-- The steps form a one-parameter group: `Φ₀ = id` and `Φ_{s+t} = Φ_s ∘ Φ_t`. -/
theorem flow_group {P : Matrix n n ℝ} (hP : IsComplexStructure P) (J : Inertia) :
    flow J P 0 = id ∧ ∀ s t : ℝ, flow J P (s + t) = flow J P s ∘ flow J P t := by
  refine ⟨funext fun x => (flow_solves_hamilton hP J x).1, fun s t => funext fun x => ?_⟩
  -- rotation angles add
  have hadd : ∀ (a b : ℝ) (y : n → ℝ), rot P (a + b) y = rot P a (rot P b y) := by
    intro a b y
    simp only [rot, mulVec_add, mulVec_smul, (skew_and_sq hP).2, Real.cos_add, Real.sin_add]
    module
  have hz : freq J P (flow J P t x).1 (flow J P t x).2 = freq J P x.1 x.2 := by
    unfold freq
    rw [(flow_conserves hP J t x).2.2.2]
  -- the second step runs with the original frequency
  have e : flow J P s (flow J P t x) =
      (rot P (freq J P x.1 x.2 * s) (flow J P t x).1,
        rot P (freq J P x.1 x.2 * s) (flow J P t x).2) := by
    rw [← hz]
    rfl
  rw [Function.comp_apply, e]
  simp only [flow, mul_add, hadd]

/-- The four real components of a quaternion. -/
def components (q : ℍ[ℝ]) : Fin 4 → ℝ := ![q.re, q.imI, q.imJ, q.imK]

/-- The 4×4 matrix of right multiplication by the quaternion `u`. -/
def rightMul (u : ℍ[ℝ]) : Matrix (Fin 4) (Fin 4) ℝ :=
  !![u.re, -u.imI, -u.imJ, -u.imK;
     u.imI, u.re, u.imK, -u.imJ;
     u.imJ, -u.imK, u.re, u.imI;
     u.imK, u.imJ, -u.imI, u.re]

/-- The matrix `rightMul u` maps the components of `q` to the components of `q u`. -/
theorem rightMul_mulVec (u q : ℍ[ℝ]) : rightMul u *ᵥ components q = components (q * u) := by
  ext i
  fin_cases i <;>
    simp [rightMul, components, Matrix.mulVec, dotProduct, Fin.sum_univ_succ] <;> linarith

/-- Right multiplication by a pure quaternion of unit length is antisymmetric and squares
to minus the identity. -/
theorem rightMul_isComplexStructure (u : ℍ[ℝ]) (h0 : u.re = 0)
    (h1 : u.imI ^ 2 + u.imJ ^ 2 + u.imK ^ 2 = 1) : IsComplexStructure (rightMul u) := by
  constructor
  · ext i j
    fin_cases i <;> fin_cases j <;> simp [rightMul, h0]
  · ext i j
    fin_cases i <;> fin_cases j <;>
      simp [rightMul, h0, Matrix.mul_apply, Fin.sum_univ_succ] <;>
      linarith [h1]

/-- Right multiplication by each of the quaternion units `i`, `j`, `k` is antisymmetric
and squares to minus the identity. -/
theorem isComplexStructure_witness :
    IsComplexStructure (rightMul ⟨0, 1, 0, 0⟩) ∧ IsComplexStructure (rightMul ⟨0, 0, 1, 0⟩) ∧
      IsComplexStructure (rightMul ⟨0, 0, 0, 1⟩) := by
  refine ⟨rightMul_isComplexStructure _ rfl ?_, rightMul_isComplexStructure _ rfl ?_,
    rightMul_isComplexStructure _ rfl ?_⟩
  · show (1 : ℝ) ^ 2 + 0 ^ 2 + 0 ^ 2 = 1
    norm_num
  · show (0 : ℝ) ^ 2 + 1 ^ 2 + 0 ^ 2 = 1
    norm_num
  · show (0 : ℝ) ^ 2 + 0 ^ 2 + 1 ^ 2 = 1
    norm_num

end

end NoSquishFlow
```

```lean
#print axioms NoSquishFlow.flow_solves_hamilton
#print axioms NoSquishFlow.flow_group
#print axioms NoSquishFlow.rightMul_mulVec
```

```
'NoSquishFlow.flow_solves_hamilton' depends on axioms: [propext, Classical.choice, Quot.sound]
'NoSquishFlow.flow_group' depends on axioms: [propext, Classical.choice, Quot.sound]
'NoSquishFlow.rightMul_mulVec' depends on axioms: [propext, Classical.choice, Quot.sound]
```

## The algebraic lemmas

`skew_and_sq` proves the two identities for $P$. The first moves the matrix across the scalar product as a transpose and substitutes `hP.1`; the second merges the two matrix actions into `P * P` and substitutes `hP.2`.

In `rot_dot`, `h1` is $\langle x,Py\rangle=-\langle Px,y\rangle$ and `h2` is $\langle Px,Py\rangle=\langle x,y\rangle$. After bilinear expansion, `linear_combination` closes the goal with weight $\cos\theta\sin\theta$ on `h1`, weight $\sin^2\theta$ on `h2` and weight $\langle x,y\rangle$ on $\cos^2\theta+\sin^2\theta=1$, which are the three terms of the expansion written above.

`flow_conserves` obtains the first three invariants as direct instances of `rot_dot`. For the fourth, `hc` is the commutation $PR(\theta)y=R(\theta)Py$, which needs only linearity, and one more use of `rot_dot` finishes.

## Derivatives of $h$ and of the curve

`ham_partials` isolates the calculus in `g`: for real numbers `L` and `a`, the function $s\mapsto(L+sa)^2/(8J)$ has derivative $\frac{L}{4J}a$ at zero, by the product rule. The momentum case is `g` with $L=\ell$ and $a=\langle v,Pq\rangle$. The coordinate case takes $a=\langle p,Pv\rangle$ and then rewrites it as $-\langle v,Pp\rangle$ with the antisymmetry identity.

In `flow_solves_hamilton`, `hd` is the componentwise statement $\frac{d}{dt}R(zt)y=zPR(zt)y$ for an arbitrary constant $z$. The chain rule enters through `h.cos` and `h.sin`, the right side is expanded with $PPy=-y$, and `ring` matches the two expressions. `hz` is conservation of the frequency, read off from the fourth component of `flow_conserves`. `hp` evaluates `ham_partials` at $(q(t),p(t))$ in the direction $e_i$; rewriting with `hz` and `single_dotProduct` turns its values into $z(Pq(t))_i$ and $-z(Pp(t))_i$ with the initial $z$. The last line supplies $a=z(Pq(t))_i$ and $b=z(Pp(t))_i$ and pairs each time derivative from `hd` with the matching partial derivative from `hp`.

## The group law and the quaternion matrices in Lean

In `flow_group`, `hadd` is $R(a+b)y=R(a)R(b)y$: the addition formulas and $PPy=-y$ are substituted, and `module` compares the coefficients of $y$ and $Py$. The equation `e` says that the second step runs with the frequency of the original point, by `hz`. Then `mul_add` splits $z(s+t)$ into $zs+zt$ and `hadd` factors the rotation.

`rightMul_mulVec` checks in each of the four components that $M(u)$ applied to the components of $q$ gives those of `q * u`, with Mathlib's quaternion product. This ties the explicit matrix to right multiplication, and so to body-frame axes. `rightMul_isComplexStructure` does not go through $u^2=-1$; it verifies the sixteen entries of each matrix equation directly, the diagonal of $M(u)^2$ being $-(u_1^2+u_2^2+u_3^2)$, which `h1` sets to $-1$. The witness theorem instantiates $u$ with `⟨0, 1, 0, 0⟩`, `⟨0, 0, 1, 0⟩` and `⟨0, 0, 0, 1⟩`.

## Phase space restricted to unit quaternions

A different formalisation takes phase space to be the pairs of quaternions with $|q|=1$ and $\langle p,q\rangle=0$, a six-dimensional set that matches the three rotational degrees of freedom, and writes the step as right multiplication of $q$ and $p$ by $\cos(zt)+\sin(zt)\,u$. Conservation of $|q|^2$ and $\langle p,q\rangle$ would then be needed before the step could even be defined as a map of that set to itself. If $h$ is regarded as a function on that set alone, the partial derivatives used above are not available, because $q+se_i$ leaves the unit sphere; Hamilton's equations can then be phrased, for example, with local charts, with the restricted symplectic form or with a bracket adapted to the constraints, or one keeps $h$ on the ambient space and uses that its Hamiltonian vector field $(zPq,\,zPp)$ is tangent to the set. The statement would be closer to the geometry of the rigid body but tied to $n=4$, whereas the unconstrained version uses ordinary partial derivatives, has the constraints as conserved quantities, and depends on the quaternions only through $P^{T}=-P$ and $P^2=-1$.
